# Zero modes of a half-infinite chain, counted by characteristic roots inside the unit disc

Take non-interacting electrons of one spin on a half-infinite chain with two sublattices, A and B, one orbital per site, zero on-site energies and hopping only between the sublattices. A state at zero energy that lives on A alone, with amplitudes a_0, a_1, a_2, …, must have its hopping contributions cancel at every B site. Let t_m be the hopping from A site j + m to B site j, the same for every j, with m running only from 0 to r, so that no B site is coupled to an A site of smaller index. The condition is then

t_0 a_j + t_1 a_(j+1) + … + t_r a_(j+r) = 0 for all j ≥ 0.

A solution is a bound state at the edge only if it can be normalised, that is, if Σ |a_j|² is finite. How many independent bound states of this kind are there? Provided that the couplings are not all zero, the answer is the number of roots of

p(z) = t_0 + t_1 z + … + t_r z^r

with |z| < 1, counted with multiplicity. Roots on the unit circle are allowed and contribute nothing.

## Sorting the roots by modulus

Let S be the shift, (Sa)_j = a_(j+1). The recurrence then reads p(S)a = 0. Polynomials in S commute, and they preserve square-summability, since shifts and finite linear combinations do.

**A root inside the disc.** Let ρ = |w| < 1 and suppose that b_j = a_(j+1) − w a_j is square-summable. From |a_(j+1)| ≤ ρ|a_j| + |b_j| and the convexity of the square,

(1 − ρ)|a_(j+1)|² ≤ (1 − ρ)ρ|a_j|² + |b_j|².

Write M_n for the sum of |a_j|² over j < n, and K for the full sum of |b_j|². Summing the inequality over j < n, and using that M_n is at most |a_0|² plus the sum of |a_(j+1)|² over j < n, gives

(1 − ρ)M_n ≤ (1 − ρ)|a_0|² + (1 − ρ)ρM_n + K,

and therefore

(1 − ρ)² M_n ≤ (1 − ρ)|a_0|² + K.

The bound does not depend on n, so a is square-summable.

**A root outside the disc or on its edge.** Let |w| ≥ 1 and a_(j+1) = w a_j, with a square-summable. Then |a_j| never decreases, yet it tends to zero, so a = 0.

**All roots together.** Factor p = c R Q with c ≠ 0, where Q is monic with the roots inside the disc and R is monic with the others. If a is a zero mode, then Q(S)a is square-summable and R(S) annihilates it. Removing the factors S − w of R one at a time, by the second case, leaves Q(S)a = 0. Conversely, Q(S)a = 0 implies p(S)a = 0, and removing the factors of Q one at a time, by the first case, shows that a is square-summable. The zero modes are thus exactly the solutions of Q(S)a = 0.

**Counting.** If Q has degree d and coefficients q_i, this equation is

a_(j+d) = −(q_0 a_j + … + q_(d−1) a_(j+d−1)).

The values a_0, …, a_(d−1) are free and fix all the others, so the dimension is d.

## The chain and its zero modes in Lean

```lean
import Mathlib

open Polynomial

namespace ZeroModeRecurrence

noncomputable section
```

Amplitudes are functions `ℕ → ℂ`, with site 0 at the edge. The shift is a linear map on all of them, normalisable or not.

```lean
/-- The lattice shift, which sends the amplitudes `a j` to `a (j + 1)`. -/
def shift : Module.End ℂ (ℕ → ℂ) where
  toFun a := fun j => a (j + 1)
  map_add' _ _ := rfl
  map_smul' _ _ := rfl
```

The normalisable amplitudes form a subspace; closure under addition uses |x + y|² ≤ 2|x|² + 2|y|².

```lean
/-- The square-summable amplitudes on the half-infinite chain. -/
def squareSummable : Submodule ℂ (ℕ → ℂ) where
  carrier := {a | Summable fun j => ‖a j‖ ^ 2}
  zero_mem' := by simp
  add_mem' {a b} ha hb := by
    have ha' : Summable fun j => ‖a j‖ ^ 2 := ha
    have hb' : Summable fun j => ‖b j‖ ^ 2 := hb
    refine Summable.of_nonneg_of_le (fun j => sq_nonneg _) (fun j => ?_)
      ((ha'.mul_left 2).add (hb'.mul_left 2))
    have h : ‖(a + b) j‖ ≤ ‖a j‖ + ‖b j‖ := norm_add_le _ _
    nlinarith [norm_nonneg ((a + b) j), sq_nonneg (‖a j‖ - ‖b j‖)]
  smul_mem' c a ha := by
    have ha' : Summable fun j => ‖a j‖ ^ 2 := ha
    change Summable fun j => ‖(c • a) j‖ ^ 2
    simpa only [Pi.smul_apply, norm_smul, mul_pow] using ha'.mul_left (‖c‖ ^ 2)
```

The polynomial p is called `symbol t r`. Only the values t_0, …, t_r of the function `t` enter.

```lean
/-- The characteristic polynomial `∑ t_m z^m` of the couplings `t_0, …, t_r`. -/
def symbol (t : ℕ → ℂ) (r : ℕ) : ℂ[X] := ∑ m ∈ Finset.range (r + 1), C (t m) * X ^ m
```

The space of zero modes is defined by the recurrence itself and by square-summability. The development starts here: the Hamiltonian and the B amplitudes do not appear, and the same equation is imposed at every j ≥ 0, with no separate boundary conditions.

```lean
/-- The zero modes: square-summable amplitudes with `∑ t_m a_(j+m) = 0` at every site `j ≥ 0`. -/
def zeroModes (t : ℕ → ℂ) (r : ℕ) : Submodule ℂ (ℕ → ℂ) where
  carrier := {a | (∀ j, ∑ m ∈ Finset.range (r + 1), t m * a (j + m) = 0) ∧ a ∈ squareSummable}
  zero_mem' := ⟨fun j => by simp, zero_mem _⟩
  add_mem' {a b} ha hb := ⟨fun j => by
    have h1 := ha.1 j
    have h2 := hb.1 j
    simp only [Pi.add_apply, mul_add, Finset.sum_add_distrib, h1, h2, add_zero],
    add_mem ha.2 hb.2⟩
  smul_mem' c a ha := ⟨fun j => by
    have h := ha.1 j
    calc ∑ m ∈ Finset.range (r + 1), t m * (c • a) (j + m)
        = c * ∑ m ∈ Finset.range (r + 1), t m * a (j + m) := by
          rw [Finset.mul_sum]
          refine Finset.sum_congr rfl fun m _ => ?_
          simp only [Pi.smul_apply, smul_eq_mul]
          ring
      _ = 0 := by rw [h, mul_zero],
    Submodule.smul_mem _ c ha.2⟩
```

For a list of roots with repetitions, `rootProd` is the corresponding monic polynomial. It will play the parts of Q and R.

```lean
/-- The monic polynomial with the roots listed in `s`. -/
def rootProd (s : Multiset ℂ) : ℂ[X] := (s.map fun w => X - C w).prod
```

## Estimates for a single root

In Lean, p(S) is written `aeval shift p`. The next two lemmas identify the powers of S and show that p(S) preserves square-summability.

```lean
/-- Shifting `m` times moves the amplitudes by `m` sites. -/
theorem shift_pow_apply (m : ℕ) (a : ℕ → ℂ) (j : ℕ) : (shift ^ m) a j = a (j + m) := by
  induction m generalizing j with
  | zero => simp
  | succ m ih =>
    rw [pow_succ', Module.End.mul_apply]
    change (shift ^ m) a (j + 1) = _
    rw [ih]
    exact congrArg a (by omega)

/-- Every polynomial in the shift maps square-summable amplitudes to square-summable ones. -/
theorem aeval_mem (p : ℂ[X]) {a : ℕ → ℂ} (ha : a ∈ squareSummable) :
    aeval shift p a ∈ squareSummable := by
  have ha' : Summable fun j => ‖a j‖ ^ 2 := ha
  rw [aeval_eq_sum_range, LinearMap.sum_apply]
  refine Submodule.sum_mem _ fun m _ => ?_
  rw [LinearMap.smul_apply]
  refine Submodule.smul_mem _ _ ?_
  change Summable fun j => ‖(shift ^ m) a j‖ ^ 2
  simpa only [shift_pow_apply] using (summable_nat_add_iff m).2 ha'
```

In the lemma for |w| < 1, `step` is the convexity inequality. Its two sides differ by at least ρ((1 − ρ)|a_j| − |b_j|)², which is the square handed to `nlinarith`. The rest is the summation over j < n.

```lean
/-- If `|w| < 1` and the source `a (j+1) - w a j` is square-summable, then so is `a`. -/
theorem mem_of_inside {w : ℂ} (hw : ‖w‖ < 1) {a : ℕ → ℂ}
    (h : Summable fun j => ‖a (j + 1) - w * a j‖ ^ 2) : a ∈ squareSummable := by
  have hd : 0 < 1 - ‖w‖ := by linarith
  -- convexity of the square gives a contraction up to the source term
  have step : ∀ j, (1 - ‖w‖) * ‖a (j + 1)‖ ^ 2 ≤
      (1 - ‖w‖) * ‖w‖ * ‖a j‖ ^ 2 + ‖a (j + 1) - w * a j‖ ^ 2 := by
    intro j
    have h1 : ‖a (j + 1)‖ ≤ ‖w‖ * ‖a j‖ + ‖a (j + 1) - w * a j‖ := by
      have h2 := norm_add_le (w * a j) (a (j + 1) - w * a j)
      rwa [add_sub_cancel, norm_mul] at h2
    have h3 := mul_le_mul_of_nonneg_left (pow_le_pow_left₀ (norm_nonneg _) h1 2) hd.le
    nlinarith [mul_nonneg (norm_nonneg w)
      (sq_nonneg ((1 - ‖w‖) * ‖a j‖ - ‖a (j + 1) - w * a j‖))]
  refine summable_of_sum_range_le (f := fun j => ‖a j‖ ^ 2)
    (c := ((1 - ‖w‖) * ‖a 0‖ ^ 2 + ∑' j, ‖a (j + 1) - w * a j‖ ^ 2) / (1 - ‖w‖) ^ 2)
    (fun j => sq_nonneg _) (fun n => ?_)
  have hsum := Finset.sum_le_sum fun j (_ : j ∈ Finset.range n) => step j
  rw [Finset.sum_add_distrib, ← Finset.mul_sum, ← Finset.mul_sum] at hsum
  have hB := h.sum_le_tsum (Finset.range n) (fun j _ => sq_nonneg _)
  have e1 := Finset.sum_range_succ' (fun j => ‖a j‖ ^ 2) n
  have e2 := Finset.sum_range_succ (fun j => ‖a j‖ ^ 2) n
  have e3 : ∑ j ∈ Finset.range n, ‖a j‖ ^ 2 ≤
      ∑ j ∈ Finset.range n, ‖a (j + 1)‖ ^ 2 + ‖a 0‖ ^ 2 := by
    linarith [sq_nonneg ‖a n‖]
  have e4 := mul_le_mul_of_nonneg_left e3 hd.le
  rw [le_div_iff₀ (by positivity)]
  linarith
```

The lemma for |w| ≥ 1 sets a monotone sequence against its limit zero.

```lean
/-- If `|w| ≥ 1`, a square-summable solution of `a (j+1) = w a j` vanishes. -/
theorem eq_zero_of_outside {w : ℂ} (hw : 1 ≤ ‖w‖) {a : ℕ → ℂ} (ha : a ∈ squareSummable)
    (h : ∀ j, a (j + 1) = w * a j) : a = 0 := by
  have ha' : Summable fun j => ‖a j‖ ^ 2 := ha
  have hm : Monotone fun j => ‖a j‖ ^ 2 := monotone_nat_of_le_succ fun j => by
    rw [h j, norm_mul, mul_pow]
    exact le_mul_of_one_le_left (sq_nonneg _) (one_le_pow₀ hw)
  funext j
  have h0 : ‖a j‖ ^ 2 ≤ 0 := hm.ge_of_tendsto ha'.tendsto_atTop_zero j
  exact norm_eq_zero.1 (pow_eq_zero_iff two_ne_zero |>.1 (le_antisymm h0 (sq_nonneg _)))
```

## From single roots to the dimension

The inductions `inside` and `outside` remove the factors of Q and R one at a time. The factorisation `hfac` relies on ℂ being algebraically closed, `key` turns it into an identity between operators, and `hrec` identifies p(S)a = 0 with the recurrence.

```lean
/-- If the symbol is not the zero polynomial, the zero modes are exactly the solutions of the
recurrence that keeps only the roots inside the unit disc, with their multiplicities. -/
theorem mem_zeroModes_iff {t : ℕ → ℂ} {r : ℕ} (hp : symbol t r ≠ 0) (a : ℕ → ℂ) :
    a ∈ zeroModes t r ↔
      aeval shift (rootProd ((symbol t r).roots.filter fun z => ‖z‖ < 1)) a = 0 := by
  have factor : ∀ (w : ℂ) (b : ℕ → ℂ) (j : ℕ),
      aeval shift (X - C w) b j = b (j + 1) - w * b j := by
    intro w b j
    simp only [map_sub, aeval_X, aeval_C, LinearMap.sub_apply, Module.algebraMap_end_apply,
      Pi.sub_apply, Pi.smul_apply, smul_eq_mul]
    rfl
  have cons : ∀ (w : ℂ) (s : Multiset ℂ) (b : ℕ → ℂ), aeval shift (rootProd (w ::ₘ s)) b =
      aeval shift (X - C w) (aeval shift (rootProd s) b) := by
    intro w s b
    rw [rootProd, Multiset.map_cons, Multiset.prod_cons, map_mul, Module.End.mul_apply, rootProd]
  -- remove the roots inside the disc one at a time
  have inside : ∀ s : Multiset ℂ, (∀ w ∈ s, ‖w‖ < 1) → ∀ b : ℕ → ℂ,
      aeval shift (rootProd s) b ∈ squareSummable → b ∈ squareSummable := by
    intro s
    induction s using Multiset.induction_on with
    | empty => intro _ b hb; simpa [rootProd] using hb
    | cons w s ih =>
      intro hs b hb
      rw [cons] at hb
      have hb' : Summable fun j =>
        ‖aeval shift (X - C w) (aeval shift (rootProd s) b) j‖ ^ 2 := hb
      simp only [factor] at hb'
      exact ih (fun z hz => hs z (Multiset.mem_cons_of_mem hz)) b
        (mem_of_inside (hs w (Multiset.mem_cons_self w s)) hb')
  -- remove the remaining roots one at a time
  have outside : ∀ s : Multiset ℂ, (∀ w ∈ s, 1 ≤ ‖w‖) → ∀ b ∈ squareSummable,
      aeval shift (rootProd s) b = 0 → b = 0 := by
    intro s
    induction s using Multiset.induction_on with
    | empty => intro _ b _ hb; simpa [rootProd] using hb
    | cons w s ih =>
      intro hs b hb h0
      rw [cons] at h0
      refine ih (fun z hz => hs z (Multiset.mem_cons_of_mem hz)) b hb
        (eq_zero_of_outside (hs w (Multiset.mem_cons_self w s)) (aeval_mem _ hb) fun j => ?_)
      exact sub_eq_zero.1 ((factor w _ j).symm.trans (congrFun h0 j))
  have hfac : symbol t r = C (symbol t r).leadingCoeff *
      (rootProd ((symbol t r).roots.filter fun z => ¬ ‖z‖ < 1) *
        rootProd ((symbol t r).roots.filter fun z => ‖z‖ < 1)) := by
    rw [rootProd, rootProd, ← Multiset.prod_add, ← Multiset.map_add, add_comm,
      Multiset.filter_add_not]
    exact (C_leadingCoeff_mul_prod_multiset_X_sub_C
      (splits_iff_card_roots.1 (IsAlgClosed.splits _))).symm
  have key : aeval shift (symbol t r) a = (symbol t r).leadingCoeff •
      aeval shift (rootProd ((symbol t r).roots.filter fun z => ¬ ‖z‖ < 1))
        (aeval shift (rootProd ((symbol t r).roots.filter fun z => ‖z‖ < 1)) a) := by
    conv_lhs => rw [hfac]
    simp only [map_mul, aeval_C, Module.End.mul_apply, Module.algebraMap_end_apply]
  have hrec : ∀ j, aeval shift (symbol t r) a j =
      ∑ m ∈ Finset.range (r + 1), t m * a (j + m) := by
    intro j
    simp only [symbol, map_sum, map_mul, aeval_C, map_pow, aeval_X, LinearMap.sum_apply,
      Finset.sum_apply, Module.End.mul_apply, Module.algebraMap_end_apply, Pi.smul_apply,
      smul_eq_mul, shift_pow_apply]
  constructor
  · rintro ⟨h, ha⟩
    have h0 : aeval shift (symbol t r) a = 0 := funext fun j => (hrec j).trans (h j)
    rw [key] at h0
    exact outside _ (fun w hw => not_lt.1 (Multiset.mem_filter.1 hw).2) _ (aeval_mem _ ha)
      ((smul_eq_zero.1 h0).resolve_left (leadingCoeff_ne_zero.2 hp))
  · intro h
    refine ⟨fun j => ?_, inside _ (fun w hw => (Multiset.mem_filter.1 hw).2) a
      (h ▸ zero_mem squareSummable)⟩
    rw [← hrec, key, h, map_zero, smul_zero, Pi.zero_apply]
```

The count of free initial values comes from Mathlib's `LinearRecurrence`, whose map `toInit` sends a solution to its first d values.

```lean
/-- The solutions of a recurrence with monic characteristic polynomial `q` form a space of
dimension `deg q`. -/
theorem finrank_ker {q : ℂ[X]} (hq : q.Monic) :
    FiniteDimensional ℂ (LinearMap.ker (aeval shift q)) ∧
      Module.finrank ℂ (LinearMap.ker (aeval shift q)) = q.natDegree := by
  let E : LinearRecurrence ℂ := ⟨q.natDegree, fun i => -q.coeff i⟩
  have hker : LinearMap.ker (aeval shift q) = E.solSpace := by
    ext a
    have h : ∀ j, aeval shift q a j =
        a (j + q.natDegree) - ∑ i : Fin q.natDegree, -q.coeff i * a (j + i) := by
      intro j
      simp only [aeval_eq_sum_range, LinearMap.sum_apply, Finset.sum_apply, LinearMap.smul_apply,
        Pi.smul_apply, smul_eq_mul, shift_pow_apply]
      rw [Finset.sum_range_succ, hq.coeff_natDegree, Finset.sum_range]
      simp only [neg_mul, Finset.sum_neg_distrib]
      ring
    rw [LinearMap.mem_ker, ← E.is_sol_iff_mem_solSpace]
    exact ⟨fun h0 j => sub_eq_zero.1 ((h j).symm.trans (congrFun h0 j)),
      fun hs => funext fun j => (h j).trans (sub_eq_zero.2 (hs j))⟩
  rw [hker]
  -- a solution is fixed by its initial values
  exact ⟨Module.Finite.equiv E.toInit.symm,
    E.toInit.finrank_eq.trans (Module.finrank_fin_fun ℂ)⟩
```

Combining the two gives the main theorem. The hypothesis `symbol t r ≠ 0` says that some coupling is nonzero. Finite dimension is stated separately because `finrank` is 0 for an infinite-dimensional space.

```lean
/-- If the symbol is not the zero polynomial, the zero modes form a space whose finite dimension
is the number of roots of the symbol inside the unit disc, counted with multiplicity. -/
theorem finrank_zeroModes {t : ℕ → ℂ} {r : ℕ} (hp : symbol t r ≠ 0) :
    FiniteDimensional ℂ (zeroModes t r) ∧ Module.finrank ℂ (zeroModes t r) =
      Multiset.card ((symbol t r).roots.filter fun z => ‖z‖ < 1) := by
  have h : zeroModes t r = LinearMap.ker
      (aeval shift (rootProd ((symbol t r).roots.filter fun z => ‖z‖ < 1))) := by
    ext a
    rw [LinearMap.mem_ker, mem_zeroModes_iff hp]
  have hk := finrank_ker (q := rootProd ((symbol t r).roots.filter fun z => ‖z‖ < 1))
    (monic_multiset_prod_of_monic _ _ fun w _ => monic_X_sub_C w)
  rw [h]
  exact ⟨hk.1, hk.2.trans (natDegree_multiset_prod_X_sub_C_eq_card _)⟩
```

## Distinct roots and the two-term chain

If t_r ≠ 0 and the roots are distinct, multiplicities disappear and one may count points of the disc. Without distinctness this count can fail, because a repeated root inside the disc is counted only once. For

a_(j+2) − a_(j+1) + a_j/4 = 0

the polynomial is (z − 1/2)², which vanishes at one point, but 2^(−j) and j·2^(−j) are two independent zero modes.

```lean
/-- If `t_r ≠ 0` and the roots of the symbol are distinct, the dimension of the space of zero
modes is the number of points of the open unit disc where the symbol vanishes. -/
theorem finrank_zeroModes_of_distinct {t : ℕ → ℂ} {r : ℕ} (ht : t r ≠ 0)
    (hd : (symbol t r).roots.Nodup) :
    FiniteDimensional ℂ (zeroModes t r) ∧ Module.finrank ℂ (zeroModes t r) =
      {z : ℂ | (symbol t r).eval z = 0 ∧ ‖z‖ < 1}.ncard := by
  have hp : symbol t r ≠ 0 := by
    intro h0
    have hc : (symbol t r).coeff r = t r := by
      simp [symbol, Polynomial.finsetSum_coeff, coeff_X_pow]
    exact ht (by rw [← hc, h0, coeff_zero])
  have hset : {z : ℂ | (symbol t r).eval z = 0 ∧ ‖z‖ < 1} =
      (((symbol t r).roots.filter fun z => ‖z‖ < 1).toFinset : Set ℂ) := by
    ext z
    simp only [Set.mem_ofPred_eq, Finset.mem_coe, Multiset.mem_toFinset, Multiset.mem_filter,
      mem_roots hp, IsRoot.def]
  rw [hset, Set.ncard_coe_finset, Multiset.toFinset_card_of_nodup (hd.filter _)]
  exact finrank_zeroModes hp
```

In the last theorem v and w are couplings, and the single root is −v/w. When |v| < |w| the mode is a_j = a_0(−v/w)^j, normalised by |a_0|² = 1 − |v/w|². This is the edge state of the non-interacting, half-infinite Su–Schrieffer–Heeger chain on the sublattice that contains the end site, with v the hopping within a cell and w the hopping between cells. At |v| = |w| the amplitudes keep constant modulus and there is no bound state.

```lean
/-- For `w ≠ 0` the chain `v a_j + w a_(j+1) = 0` has a one-dimensional space of zero modes
if `|v| < |w|`, and no nonzero one otherwise. -/
theorem finrank_two_term {v w : ℂ} (hw : w ≠ 0) :
    FiniteDimensional ℂ (zeroModes (fun m => if m = 0 then v else w) 1) ∧
      Module.finrank ℂ (zeroModes (fun m => if m = 0 then v else w) 1) =
        if ‖v‖ < ‖w‖ then 1 else 0 := by
  have hs : symbol (fun m => if m = 0 then v else w) 1 = C w * (X - C (-v / w)) := by
    have e : w * (-v / w) = -v := by field_simp
    rw [mul_sub, ← C_mul, e, C_neg]
    simp only [symbol, Finset.sum_range_succ, Finset.sum_range_zero, one_ne_zero, if_true,
      if_false, pow_zero, pow_one]
    ring
  have hn : ‖-v / w‖ < 1 ↔ ‖v‖ < ‖w‖ := by
    rw [norm_div, norm_neg, div_lt_one (norm_pos_iff.2 hw)]
  have h := finrank_zeroModes (t := fun m => if m = 0 then v else w) (r := 1)
    (by rw [hs]; exact mul_ne_zero (C_ne_zero.2 hw) (X_sub_C_ne_zero _))
  refine ⟨h.1, h.2.trans ?_⟩
  rw [hs, roots_C_mul _ hw, roots_X_sub_C, Multiset.filter_singleton]
  simp only [hn]
  split_ifs <;> simp

end

end ZeroModeRecurrence
```

```lean
#print axioms ZeroModeRecurrence.finrank_zeroModes
-- 'ZeroModeRecurrence.finrank_zeroModes' depends on axioms: [propext, Classical.choice, Quot.sound]
#print axioms ZeroModeRecurrence.finrank_zeroModes_of_distinct
-- 'ZeroModeRecurrence.finrank_zeroModes_of_distinct' depends on axioms: [propext, Classical.choice, Quot.sound]
#print axioms ZeroModeRecurrence.finrank_two_term
-- 'ZeroModeRecurrence.finrank_two_term' depends on axioms: [propext, Classical.choice, Quot.sound]
```
